# Biphenylene has five Kekulé structures and adjacency determinant 9, not ±25

## Does the square rule survive a four-membered ring?

In the Hückel picture of benzene, the six π-orbital energies, measured from the carbon site energy $\alpha$ in units of the resonance integral $\beta$, are $2, 1, 1, -1, -1, -2$. Their product is $-4$. It is also the determinant of the adjacency matrix $A$, which has a 1 for each pair of bonded carbons and 0 elsewhere. Benzene has $K = 2$ Kekulé structures, and $4 = 2^2$.

This suggests a rule for every alternant hydrocarbon: $|\det A| = K^2$. Biphenylene, two six-rings joined by two bonds that close a four-ring, seems to break it. I count five Kekulé structures, but the determinant comes out as 9. Can this be made rigorous and machine-checked, together with the condition under which the rule does hold?

## The determinant squares a signed count

Yes. The determinant contains the square of a count in which Kekulé structures carry signs. In biphenylene four structures have one sign and the fifth has the other, so the signed count is $4 - 1 = 3$ and the determinant is $3^2 = 9$.

**From structures to permutations.** Suppose the atoms split into two classes of $n$ atoms each, with no bond inside a class. Number the atoms within each class. A Kekulé structure pairs atom $i$ of the first class with a bonded atom $\sigma(i)$ of the second. Since partnership is mutual, no atom is used twice and none is left over, so $\sigma$ is a permutation. Conversely, a permutation for which every $i$ is bonded to $\sigma(i)$ fixes all partners. Thus $K$ is the number of such permutations.

**From permutations to a determinant.** Let $B_{ij} = 1$ if atom $i$ of the first class is bonded to atom $j$ of the second, and 0 otherwise. Then

$$\det B = \sum_\sigma \operatorname{sgn}(\sigma) \prod_i B_{i\,\sigma(i)}.$$

The product is 1 if $\sigma$ follows bonds throughout and 0 otherwise. Hence $\det B = S$, the sum of the signs of the Kekulé permutations. Its absolute value $|S|$ is the algebraic structure count.

**From $B$ to $A$.** Listing the first class before the second permutes rows and columns of $A$ alike, which leaves its determinant unchanged, and gives

$$\begin{pmatrix}0&B\\B^T&0\end{pmatrix}=\begin{pmatrix}B&0\\0&B^T\end{pmatrix}\begin{pmatrix}1&1\\1&0\end{pmatrix}\begin{pmatrix}1&0\\-1&1\end{pmatrix}.$$

The three factors have determinants $(\det B)^2$, $\det(0-1) = (-1)^n$ and 1. Therefore

$$\det A = (-1)^n S^2.$$

**When the square rule holds.** The rule says $S^2 = K^2$, or $(S-K)(S+K) = 0$. If $S = K$, then $\sum_\sigma (1 - \operatorname{sgn}\sigma) = 0$; every term is non-negative, so every sign is $+1$. If $S = -K$, the same argument with $1 + \operatorname{sgn}\sigma$ makes every sign $-1$. Conversely, equal signs give $S = \pm K$. So the rule holds exactly when all Kekulé permutations have the same sign, which includes the case where there are none.

**Biphenylene.** Write an atom as (ring, position), with rings 0 and 1 and positions 0 to 5. The links join $(0,0)$ to $(1,0)$ and $(0,1)$ to $(1,1)$. Number the classes from 0 to 5 as follows:

- first class: $(0,0), (0,2), (0,4), (1,1), (1,3), (1,5)$
- second class: $(0,1), (0,3), (0,5), (1,0), (1,2), (1,4)$

If neither link is a double bond, each ring has its two benzene-like pairings, which makes four structures. In ring 0 they are the identity and the cycle $0\to2\to1\to0$; in ring 1, the identity and $3\to4\to5\to3$. Three-cycles are even, so all four structures have sign $+1$.

If exactly one link is double, five atoms remain in each ring, and they cannot be paired. If both are double, positions 2 to 5 of each ring can only be paired as 2–3 and 4–5. This fifth structure exchanges 0 and 3 and fixes the rest, so its sign is $-1$. Hence $K = 5$, $S = 3$ and $\det A = (-1)^6 \cdot 9 = 9$.

For benzene, the identity and a three-cycle are both even, so $K = S = 2$ and $\det A = (-1)^3 \cdot 4 = -4$.

## How the molecules and counts appear in Lean

A molecule is a `SimpleGraph V` whose vertices are the conjugated carbons; hydrogens are left out. A `KekuleStructure` is a map `f` sending each atom to a bonded partner, with `f (f v) = v`. The equivalence `e : n ⊕ n ≃ V` labels the atoms by two copies of an index type `n`, so the number called $n$ above is `Fintype.card n`. `IsAlternant` says that neither class contains a bond. Equal class sizes are built into `e`, so alternant molecules with unequal classes are not covered.

`kekulePerms` is the set of bond-following permutations, `biadjacency` is $B$, and `structureCount` is $|S|$. The general theorems `det_adjMatrix` and `abs_det_eq_sq_iff` express the determinant formula and the criterion for the square rule.

In `biphenyleneBond`, addition on `Fin 6` wraps around, so position 5 is followed by 0. `SimpleGraph.fromRel` makes the relation symmetric and removes self-bonds. The theorem `biphenylene_counts` states the five structures, the determinant 9 and the failure of the square rule; `benzene_counts` gives 2 and $-4$.

In the non-interacting Hückel model with one $\alpha$ and one $\beta \neq 0$ for the whole molecule, a nonzero determinant means that no π orbital lies exactly at energy $\alpha$. Biphenylene therefore has no non-bonding orbital in that model. Unequal bond lengths and electron repulsion are not represented.

```lean
import Mathlib

open Matrix

namespace AlgebraicStructureCount

noncomputable section

variable {V n : Type*} [Fintype n] [DecidableEq n]

/-- A Kekulé structure: every atom is given one bonded partner, and partnership is mutual. -/
def KekuleStructure (G : SimpleGraph V) : Type _ :=
  {f : V → V // ∀ v, G.Adj v (f v) ∧ f (f v) = v}

/-- The labelling `e` splits the atoms into two equally large classes with no bond inside
either class. -/
def IsAlternant (G : SimpleGraph V) (e : n ⊕ n ≃ V) : Prop :=
  (∀ i j, ¬ G.Adj (e (.inl i)) (e (.inl j))) ∧ (∀ i j, ¬ G.Adj (e (.inr i)) (e (.inr j)))

/-- The permutations that pair each atom of the first class with a bonded atom of the second. -/
def kekulePerms (G : SimpleGraph V) [DecidableRel G.Adj] (e : n ⊕ n ≃ V) :
    Finset (Equiv.Perm n) :=
  Finset.univ.filter fun σ => ∀ i, G.Adj (e (.inl i)) (e (.inr (σ i)))

/-- The algebraic structure count: pairings are counted with the sign of their permutation,
and the absolute value is taken. -/
def structureCount (G : SimpleGraph V) [DecidableRel G.Adj] (e : n ⊕ n ≃ V) : ℤ :=
  |∑ σ ∈ kekulePerms G e, (Equiv.Perm.sign σ : ℤ)|

/-- The matrix of bonds between the first class (rows) and the second class (columns). -/
def biadjacency (G : SimpleGraph V) [DecidableRel G.Adj] (e : n ⊕ n ≃ V) : Matrix n n ℤ :=
  Matrix.of fun i j => if G.Adj (e (.inl i)) (e (.inr j)) then 1 else 0

/-- In an alternant molecule the Kekulé structures are as many as the permutations that pair
the two classes along bonds. -/
theorem card_kekuleStructure (G : SimpleGraph V) [DecidableRel G.Adj] (e : n ⊕ n ≃ V)
    (he : IsAlternant G e) : Nat.card (KekuleStructure G) = (kekulePerms G e).card := by
  -- a permutation determines the partner of every atom
  let F : {σ // σ ∈ kekulePerms G e} → KekuleStructure G := fun σ =>
    ⟨fun v => e (Sum.elim (fun i => .inr (σ.1 i)) (fun j => .inl (σ.1.symm j)) (e.symm v)), by
      have h := (Finset.mem_filter.mp σ.2).2
      intro v
      obtain ⟨x, rfl⟩ := e.surjective v
      rcases x with i | j
      · exact ⟨by simpa using h i, by simp⟩
      · have hj := h (σ.1.symm j)
        rw [Equiv.apply_symm_apply] at hj
        exact ⟨by simpa using hj.symm, by simp⟩⟩
  have hF : Function.Bijective F := by
    constructor
    · intro σ τ h
      apply Subtype.ext
      apply Equiv.ext
      intro i
      have h' := congrFun (congrArg Subtype.val h) (e (.inl i))
      simpa [F] using h'
    · rintro ⟨f, hf⟩
      -- partners always lie in opposite classes
      have h1 : ∀ i, ∃ j, f (e (.inl i)) = e (.inr j) := by
        intro i
        obtain ⟨x, hx⟩ := e.surjective (f (e (.inl i)))
        rcases x with k | k
        · exact absurd (hx ▸ (hf (e (.inl i))).1) (he.1 i k)
        · exact ⟨k, hx.symm⟩
      have h2 : ∀ j, ∃ i, f (e (.inr j)) = e (.inl i) := by
        intro j
        obtain ⟨x, hx⟩ := e.surjective (f (e (.inr j)))
        rcases x with k | k
        · exact ⟨k, hx.symm⟩
        · exact absurd (hx ▸ (hf (e (.inr j))).1) (he.2 j k)
      choose s hs using h1
      choose t ht using h2
      have hts : ∀ i, t (s i) = i := fun i => by
        have h := (hf (e (.inl i))).2
        rw [hs, ht] at h
        exact Sum.inl_injective (e.injective h)
      have hst : ∀ j, s (t j) = j := fun j => by
        have h := (hf (e (.inr j))).2
        rw [ht, hs] at h
        exact Sum.inr_injective (e.injective h)
      refine ⟨⟨⟨s, t, hts, hst⟩, Finset.mem_filter.mpr ⟨Finset.mem_univ _, fun i => ?_⟩⟩, ?_⟩
      · have h := (hf (e (.inl i))).1
        rw [hs] at h
        exact h
      · apply Subtype.ext
        funext v
        obtain ⟨x, rfl⟩ := e.surjective v
        rcases x with i | j
        · simp [F, hs]
        · simp [F, ht]
  rw [← Nat.card_eq_of_bijective F hF, Nat.card_eq_fintype_card, Fintype.card_coe]

/-- The determinant of the bond matrix between the classes is the signed count of pairings. -/
theorem det_biadjacency (G : SimpleGraph V) [DecidableRel G.Adj] (e : n ⊕ n ≃ V) :
    (biadjacency G e).det = ∑ σ ∈ kekulePerms G e, (Equiv.Perm.sign σ : ℤ) := by
  rw [← Matrix.det_transpose, Matrix.det_apply', kekulePerms, Finset.sum_filter]
  refine Finset.sum_congr rfl fun σ _ => ?_
  split_ifs with h
  · simp [biadjacency, h]
  · obtain ⟨i, hi⟩ := not_forall.mp h
    exact mul_eq_zero_of_right _
      (Finset.prod_eq_zero (Finset.mem_univ i) (by simp [biadjacency, hi]))

/-- The adjacency determinant of an alternant molecule with `n` atoms in each class is
`(-1)^n` times the square of the algebraic structure count. -/
theorem det_adjMatrix [Fintype V] [DecidableEq V] (G : SimpleGraph V) [DecidableRel G.Adj]
    (e : n ⊕ n ≃ V) (he : IsAlternant G e) :
    (G.adjMatrix ℤ).det = (-1) ^ Fintype.card n * structureCount G e ^ 2 := by
  have hA : (G.adjMatrix ℤ).submatrix e e
      = fromBlocks 0 (biadjacency G e) (biadjacency G e)ᵀ 0 := by
    ext (i | i) (j | j)
    · simp [he.1 i j]
    · simp [biadjacency]
    · simp [biadjacency, G.adj_comm]
    · simp [he.2 i j]
  -- the off-diagonal block matrix is a product of three block matrices with known determinants
  have hB : fromBlocks 0 (biadjacency G e) (biadjacency G e)ᵀ 0
      = fromBlocks (biadjacency G e) 0 0 (biadjacency G e)ᵀ
        * fromBlocks (1 : Matrix n n ℤ) 1 1 0 * fromBlocks (1 : Matrix n n ℤ) 0 (-1) 1 := by
    simp [fromBlocks_multiply]
  rw [← Matrix.det_submatrix_equiv_self e, hA, hB, det_mul, det_mul, det_fromBlocks_zero₂₁,
    det_fromBlocks_one₁₁, det_fromBlocks_zero₁₂, det_transpose, structureCount, sq_abs,
    ← det_biadjacency, mul_one, zero_sub, det_neg, det_one]
  ring

/-- For an alternant molecule split into its two classes by `e`, the adjacency determinant equals
the squared number of Kekulé structures in absolute value exactly when all Kekulé pairings have the
same permutation sign. -/
theorem abs_det_eq_sq_iff [Fintype V] [DecidableEq V] (G : SimpleGraph V) [DecidableRel G.Adj]
    (e : n ⊕ n ≃ V) (he : IsAlternant G e) :
    |(G.adjMatrix ℤ).det| = (Nat.card (KekuleStructure G) : ℤ) ^ 2 ↔
      ∀ σ ∈ kekulePerms G e, ∀ τ ∈ kekulePerms G e,
        Equiv.Perm.sign σ = Equiv.Perm.sign τ := by
  rw [det_adjMatrix G e he, card_kekuleStructure G e he, abs_mul, abs_pow, abs_neg, abs_one,
    one_pow, one_mul, abs_of_nonneg (sq_nonneg _), structureCount, sq_abs]
  set P := kekulePerms G e
  constructor
  · intro h
    have hprod : (∑ σ ∈ P, (Equiv.Perm.sign σ : ℤ) - P.card)
        * (∑ σ ∈ P, (Equiv.Perm.sign σ : ℤ) + P.card) = 0 := by linear_combination h
    -- a sum of signs of maximal size forces every sign to agree
    rcases mul_eq_zero.mp hprod with h | h
    · have h0 : ∑ σ ∈ P, (1 - (Equiv.Perm.sign σ : ℤ)) = 0 := by
        simp only [Finset.sum_sub_distrib, Finset.sum_const, nsmul_eq_mul, mul_one]
        linarith
      rw [Finset.sum_eq_zero_iff_of_nonneg (fun σ _ => by
        rcases Int.units_eq_one_or (Equiv.Perm.sign σ) with h | h <;> simp [h])] at h0
      intro σ hσ τ hτ
      apply Units.ext
      linarith [h0 σ hσ, h0 τ hτ]
    · have h0 : ∑ σ ∈ P, (1 + (Equiv.Perm.sign σ : ℤ)) = 0 := by
        simp only [Finset.sum_add_distrib, Finset.sum_const, nsmul_eq_mul, mul_one]
        linarith
      rw [Finset.sum_eq_zero_iff_of_nonneg (fun σ _ => by
        rcases Int.units_eq_one_or (Equiv.Perm.sign σ) with h | h <;> simp [h])] at h0
      intro σ hσ τ hτ
      apply Units.ext
      linarith [h0 σ hσ, h0 τ hτ]
  · intro h
    rcases P.eq_empty_or_nonempty with hP | ⟨τ, hτ⟩
    · simp [hP]
    · rw [Finset.sum_congr rfl fun σ hσ => by rw [h σ hσ τ hτ], Finset.sum_const, nsmul_eq_mul]
      rcases Int.units_eq_one_or (Equiv.Perm.sign τ) with h | h <;> simp [h]

/-- Bonds of biphenylene, atoms being (ring, position): neighbours around each six-ring, and
two links between the rings at positions 0 and 1. -/
abbrev biphenyleneBond (a b : Fin 2 × Fin 6) : Prop :=
  (a.1 = b.1 ∧ b.2 = a.2 + 1) ∨ (a.1 ≠ b.1 ∧ a.2 = b.2 ∧ a.2.val ≤ 1)

/-- The carbon skeleton of biphenylene. -/
def biphenylene : SimpleGraph (Fin 2 × Fin 6) := SimpleGraph.fromRel biphenyleneBond

instance : DecidableRel biphenylene.Adj := fun a b =>
  inferInstanceAs (Decidable (a ≠ b ∧ (biphenyleneBond a b ∨ biphenyleneBond b a)))

/-- The two classes of atoms of biphenylene. -/
def biphenyleneSites : Fin 6 ⊕ Fin 6 ≃ Fin 2 × Fin 6 :=
  Equiv.ofBijective (Sum.elim ![(0, 0), (0, 2), (0, 4), (1, 1), (1, 3), (1, 5)]
    ![(0, 1), (0, 3), (0, 5), (1, 0), (1, 2), (1, 4)]) (by decide +kernel)

/-- The carbon skeleton of benzene, a single six-ring. -/
def benzene : SimpleGraph (Fin 6) := SimpleGraph.fromRel fun i j => j = i + 1

instance : DecidableRel benzene.Adj := fun i j =>
  inferInstanceAs (Decidable (i ≠ j ∧ (j = i + 1 ∨ i = j + 1)))

/-- The two classes of atoms of benzene. -/
def benzeneSites : Fin 3 ⊕ Fin 3 ≃ Fin 6 :=
  Equiv.ofBijective (Sum.elim ![0, 2, 4] ![1, 3, 5]) (by decide +kernel)

/-- No bond of biphenylene joins two atoms of the same class. -/
theorem biphenylene_isAlternant : IsAlternant biphenylene biphenyleneSites := by
  unfold IsAlternant
  decide +kernel

/-- Biphenylene has algebraic structure count 3. -/
theorem biphenylene_structureCount : structureCount biphenylene biphenyleneSites = 3 := by
  decide +kernel

/-- Biphenylene has exactly 5 Kekulé structures and adjacency determinant 9, so the determinant
is not the squared number of Kekulé structures in absolute value. -/
theorem biphenylene_counts :
    Nat.card (KekuleStructure biphenylene) = 5 ∧ (biphenylene.adjMatrix ℤ).det = 9 ∧
      |(biphenylene.adjMatrix ℤ).det| ≠ (Nat.card (KekuleStructure biphenylene) : ℤ) ^ 2 := by
  have hK : Nat.card (KekuleStructure biphenylene) = 5 := by
    rw [card_kekuleStructure _ _ biphenylene_isAlternant]
    decide +kernel
  have hD : (biphenylene.adjMatrix ℤ).det = 9 := by
    rw [det_adjMatrix _ _ biphenylene_isAlternant, biphenylene_structureCount]
    norm_num
  refine ⟨hK, hD, ?_⟩
  rw [hK, hD]
  norm_num

/-- Benzene has 2 Kekulé structures and adjacency determinant -4. -/
theorem benzene_counts :
    Nat.card (KekuleStructure benzene) = 2 ∧ (benzene.adjMatrix ℤ).det = -4 := by
  have he : IsAlternant benzene benzeneSites := by
    unfold IsAlternant
    decide +kernel
  have hS : structureCount benzene benzeneSites = 2 := by decide +kernel
  constructor
  · rw [card_kekuleStructure _ _ he]
    decide +kernel
  · rw [det_adjMatrix _ _ he, hS]
    norm_num

end

end AlgebraicStructureCount
```

```lean
#print axioms AlgebraicStructureCount.abs_det_eq_sq_iff
#print axioms AlgebraicStructureCount.biphenylene_counts
#print axioms AlgebraicStructureCount.benzene_counts
```

```
'AlgebraicStructureCount.abs_det_eq_sq_iff' depends on axioms: [propext, Classical.choice, Quot.sound]
'AlgebraicStructureCount.biphenylene_counts' depends on axioms: [propext, Classical.choice, Quot.sound]
'AlgebraicStructureCount.benzene_counts' depends on axioms: [propext, Classical.choice, Quot.sound]
```

## How the proof follows the derivation

`card_kekuleStructure` builds the map `F` from permutations to partner maps and shows that it is bijective. Injectivity comes from looking at the partners of first-class atoms. For surjectivity, `h1` and `h2` use `IsAlternant` to show that partners lie in opposite classes. The `choose` steps turn this into maps `s` and `t` between the classes, and mutual partnership makes them inverse to each other.

`det_biadjacency` expands the determinant. It transposes first because Mathlib's expansion applies the permutation to the row index, whereas here it acts on columns. A permutation that misses a bond has a zero factor and drops out.

In `det_adjMatrix`, `hA` is the block form of $A$ and `hB` is the factorisation displayed above. The rewrites then evaluate the three determinants. `abs_det_eq_sq_iff` factors $S^2 - K^2$ and uses the two sums of non-negative terms, one for each sign.

For the specific molecules, `decide +kernel` has Lean's kernel evaluate the finite conditions and counts. For biphenylene this means going through the 720 permutations of six labels. The $12 \times 12$ determinant is never expanded: its value follows from `det_adjMatrix` and the structure count 3.

## Single rings, and matchings as sets of bonds

The same argument settles a single ring of $2n$ atoms with $n \ge 2$. Its two Kekulé structures correspond to the identity and an $n$-cycle, whose sign is $(-1)^{n-1}$. For odd $n$ the signs agree and $\det A = -4$, as in benzene. For even $n$ they cancel and $\det A = 0$, as in square cyclobutadiene, which has non-bonding orbitals in the Hückel model.

A Kekulé structure could also be modelled as a perfect matching in the form of a subgraph, that is, as a set of double bonds meeting every atom exactly once. The counts would be the same, because such a set and a mutual partner map determine each other. The bijection with permutations would then need an extra step that extracts each atom's partner from the set of bonds, a step that the partner map `f` makes unnecessary.
